# A negative off-diagonal Hybertsen-Louie squared frequency from a two-mode response

## Question

To test a plasmon-pole model formally I need something that stands in for the exact screening, and I would like a simple choice: a real matrix $R(w) = \varepsilon^{-1}(w) - 1$, with $\varepsilon$ the symmetrised dielectric matrix and $w$ the frequency, that has finitely many sharp poles. The Hybertsen-Louie recipe replaces each element $R_{ij}(w)$ by one pole with squared frequency $\tilde\omega^2_{ij} = -F_{ij}/R(0)_{ij}$, where $F = \lim_{w\to\infty} w^2 R(w)$. I suspect that a well-behaved $R$ does not force $\tilde\omega^2_{ij} > 0$. Take $u = (1,1)$, $v = (1,-1)$ and
$$R(w) = \frac{1}{10}\left[\frac{u u^T}{w^2-1} + \frac{4\, v v^T}{w^2-9}\right].$$
The claim is that $1 + R(0)$ has its eigenvalues in $(0,1)$ and $F$ is positive definite, yet the off-diagonal squared frequency is $-27/5$. Can this be stated and proved in Lean 4 with Mathlib?

## Answer

### The model

The response is taken as a finite sum over modes $k$, each with a real strength $s_k$, a real frequency $\Omega_k$ and a real vector $u_k$ with components $u_{ki}$:
$$R(w)_{ij} = \sum_k \frac{s_k u_{ki} u_{kj}}{w^2 - \Omega_k^2}, \qquad F_{ij} = \sum_k s_k u_{ki} u_{kj}.$$
These are `response s Ω u w` and `fsum s u`; the type `ι` labels the modes and `n` the basis functions. The frequency $w$ is real, the poles have no width, and $R(w)$ is symmetric by construction, so damping, continua and complex Hermitian matrices lie beyond the model. Frequencies are in an arbitrary unit, and $s_k$ carries that unit squared.

The name Hybertsen-Louie refers here to the element-by-element recipe alone. `hlFreqSq F R0 i j` is $\tilde\omega^2_{ij} = -F_{ij}/R(0)_{ij}$ for two given matrices, and `hlModel F R0 i j w` is $F_{ij}/(w^2 - \tilde\omega^2_{ij})$. The matrix $F$ is identified as the high-frequency coefficient of $R$; it is not derived from a ground-state density, and no self-energy is built from the model.

The example lives on `Fin 2`, so the indices are $0$ and $1$ and the off-diagonal element is $(0,1)$. `exR` is the formula of the question, with `vecMulVec uu uu` for $uu^T$, and `exF` is a matrix of explicit numbers, which the final theorem shows to be the limit. The vectors `uu` and `vv` are not normalised: with $\hat u = u/\sqrt2$ and $\hat v = v/\sqrt2$ the strengths $1/10$ and $4/10$ become $1/5$ and $4/5$. An eigenvalue is a real $\mu$ with a nonzero real vector $x$ such that `(1 + exR 0) *ᵥ x = μ • x`, which loses nothing for a real symmetric matrix. Limits are taken entry by entry along `atTop`, that is $w \to +\infty$.

### Derivation

**High-frequency limit.** For real $c$, $p$ and $w^2 > p$,
$$\frac{w^2 c}{w^2 - p} = c + \frac{cp}{w^2 - p} \;\longrightarrow\; c .$$
Applying this to each mode with $c = s_k u_{ki}u_{kj}$ and $p = \Omega_k^2$ and adding the finitely many limits gives $w^2 R(w)_{ij} \to F_{ij}$.

**What the model reproduces.** Let $F_{ij} \neq 0$ and $R(0)_{ij} \neq 0$. At $w = 0$ the model equals $F_{ij}/(-\tilde\omega^2_{ij}) = F_{ij}/(F_{ij}/R(0)_{ij}) = R(0)_{ij}$, and $w^2$ times the model tends to $F_{ij}$ by the single-pole limit with $p = \tilde\omega^2_{ij}$. Neither step uses the sign of $\tilde\omega^2_{ij}$.

**Diagonal elements.** Suppose $s_k \ge 0$, $0 < \mathrm{lo} \le \Omega_k^2 \le \mathrm{hi}$ for all $k$, and $F_{ii} > 0$. Put $t_k = s_k u_{ki}^2/\Omega_k^2 \ge 0$. Then $R(0)_{ii} = -\sum_k t_k$ and $F_{ii} = \sum_k t_k \Omega_k^2$, so that mode by mode
$$\mathrm{lo}\sum_k t_k \le F_{ii} \le \mathrm{hi}\sum_k t_k .$$
If $\sum_k t_k$ vanished, the right inequality would give $F_{ii} \le 0$; hence the sum is positive and $R(0)_{ii} < 0$. Dividing by it, $\tilde\omega^2_{ii} = \sum_k t_k\Omega_k^2/\sum_k t_k$ is a weighted mean of the $\Omega_k^2$ and lies in $[\mathrm{lo}, \mathrm{hi}]$.

**Off-diagonal element for two modes.** Give $u$ and $v$ strengths $a$, $b$ and nonzero frequencies $\alpha$, $\beta$. Since $u_0u_1 = 1$ and $v_0v_1 = -1$,
$$F_{01} = a - b, \qquad R(0)_{01} = -\frac{a}{\alpha^2} + \frac{b}{\beta^2} = -\frac{D}{\alpha^2\beta^2}, \qquad D = a\beta^2 - b\alpha^2 .$$
For $D \ne 0$,
$$\tilde\omega^2_{01} = \frac{(a-b)\,\alpha^2\beta^2}{D} = (a-b)\,D\cdot\frac{\alpha^2\beta^2}{D^2},$$
and the last factor is positive, so $\tilde\omega^2_{01} < 0$ exactly when $(a-b)D < 0$. The quotient is again a mean of $\alpha^2$ and $\beta^2$, with weights $a/\alpha^2$ and $-b/\beta^2$; for positive $a$ and $b$ these have opposite signs, and the quotient then lies outside the interval between $\alpha^2$ and $\beta^2$ whenever these two differ.

**The example.** Here $a = 1/10$, $b = 4/10$, $\alpha = 1$, $\beta = 3$. At zero frequency $R(0) = -\tfrac1{10}[uu^T + \tfrac49 vv^T]$, with diagonal $-\tfrac1{10}(1+\tfrac49) = -\tfrac{13}{90}$ and off-diagonal $-\tfrac1{10}(1-\tfrac49) = -\tfrac1{18}$. The equation $(1+R(0))x = \mu x$ reads
$$\tfrac{77}{90}x_0 - \tfrac{5}{90}x_1 = \mu x_0, \qquad -\tfrac{5}{90}x_0 + \tfrac{77}{90}x_1 = \mu x_1 .$$
The sum gives $(\mu - \tfrac45)(x_0+x_1) = 0$ and the difference $(\mu - \tfrac{41}{45})(x_0-x_1) = 0$. If $\mu$ is neither value, $x_0 + x_1 = x_0 - x_1 = 0$ and $x = 0$. Conversely $u$ and $v$ are eigenvectors for $4/5$ and $41/45$, both in $(0,1)$.

The matrix $F = \tfrac1{10}[uu^T + 4vv^T]$ has diagonal $1/2$ and off-diagonal $-3/10$, and
$$x^TFx = \tfrac12(x_0^2+x_1^2) - \tfrac35x_0x_1 = \tfrac15(x_0^2+x_1^2) + \tfrac3{10}(x_0-x_1)^2 > 0 \quad (x \neq 0).$$
Finally
$$\tilde\omega^2_{01} = -\frac{-3/10}{-1/18} = -\frac{27}{5},$$
in agreement with the two-mode formula, where $a - b = -3/10$, $D = 1/2$ and $\alpha^2\beta^2 = 9$.

### The file

```lean
import Mathlib

open Matrix Filter Topology

namespace PlasmonPole

noncomputable section

variable {ι n : Type*} [Fintype ι]

/-- Multipole response `R(w) = ∑ₖ sₖ uₖ uₖᵀ / (w² - Ωₖ²)` with strengths `s`, mode
frequencies `Ω` and mode vectors `u`. -/
def response (s Ω : ι → ℝ) (u : ι → n → ℝ) (w : ℝ) : Matrix n n ℝ :=
  Matrix.of fun i j => ∑ k, s k * u k i * u k j / (w ^ 2 - Ω k ^ 2)

/-- The f-sum matrix `F = ∑ₖ sₖ uₖ uₖᵀ`. -/
def fsum (s : ι → ℝ) (u : ι → n → ℝ) : Matrix n n ℝ :=
  Matrix.of fun i j => ∑ k, s k * u k i * u k j

/-- Hybertsen-Louie squared frequency `-Fᵢⱼ / R(0)ᵢⱼ` of the element `(i, j)`. -/
def hlFreqSq (F R0 : Matrix n n ℝ) (i j : n) : ℝ := -F i j / R0 i j

/-- Hybertsen-Louie single-pole model `Fᵢⱼ / (w² + Fᵢⱼ / R(0)ᵢⱼ)` of the element `(i, j)`. -/
def hlModel (F R0 : Matrix n n ℝ) (i j : n) (w : ℝ) : ℝ :=
  F i j / (w ^ 2 - hlFreqSq F R0 i j)

/-- For a single pole, `w² c / (w² - p)` tends to `c` at high frequency. -/
theorem tendsto_pole (c p : ℝ) :
    Tendsto (fun w : ℝ => w ^ 2 * (c / (w ^ 2 - p))) atTop (𝓝 c) := by
  have h0 : Tendsto (fun w : ℝ => w ^ 2) atTop atTop := tendsto_pow_atTop two_ne_zero
  have h : Tendsto (fun w : ℝ => w ^ 2 - p) atTop atTop := by
    simp only [sub_eq_add_neg]
    exact tendsto_atTop_add_const_right atTop (-p) h0
  have h2 : Tendsto (fun w : ℝ => (w ^ 2 - p)⁻¹) atTop (𝓝 0) :=
    tendsto_inv_atTop_zero.comp h
  have h1 : Tendsto (fun w : ℝ => c + c * p * (w ^ 2 - p)⁻¹) atTop (𝓝 (c + c * p * 0)) :=
    (h2.const_mul (c * p)).const_add c
  rw [mul_zero, add_zero] at h1
  refine h1.congr' ?_
  -- beyond the pole, w² c / (w² - p) = c + c p / (w² - p)
  filter_upwards [h.eventually_gt_atTop 0] with w hw
  have hne : w ^ 2 - p ≠ 0 := hw.ne'
  field_simp
  ring

/-- Each element of `w² R(w)` tends to the corresponding element of `F` as `w → ∞`. -/
theorem tendsto_fsum (s Ω : ι → ℝ) (u : ι → n → ℝ) (i j : n) :
    Tendsto (fun w : ℝ => w ^ 2 * response s Ω u w i j) atTop (𝓝 (fsum s u i j)) := by
  simp only [response, fsum, Matrix.of_apply, Finset.mul_sum]
  exact tendsto_finsetSum _ fun k _ => tendsto_pole _ _

/-- For nonzero `Fᵢⱼ` and `R(0)ᵢⱼ`, the model equals `R(0)ᵢⱼ` at `w = 0`, and `w²` times
the model tends to `Fᵢⱼ` as `w → ∞`. -/
theorem hlModel_matches (F R0 : Matrix n n ℝ) (i j : n) (hF : F i j ≠ 0) (hR : R0 i j ≠ 0) :
    hlModel F R0 i j 0 = R0 i j ∧
      Tendsto (fun w : ℝ => w ^ 2 * hlModel F R0 i j w) atTop (𝓝 (F i j)) := by
  refine ⟨?_, tendsto_pole _ _⟩
  unfold hlModel hlFreqSq
  rw [show (0 : ℝ) ^ 2 - -F i j / R0 i j = F i j / R0 i j by ring]
  field_simp

/-- With nonnegative strengths, all `Ωₖ²` in `[lo, hi]` with `lo > 0`, and `Fᵢᵢ > 0`, the static
diagonal element is negative and the diagonal squared frequency lies in `[lo, hi]`. -/
theorem hlFreqSq_diag (s Ω : ι → ℝ) (u : ι → n → ℝ) (i : n) (lo hi : ℝ)
    (hs : ∀ k, 0 ≤ s k) (hlo : 0 < lo) (h1 : ∀ k, lo ≤ Ω k ^ 2) (h2 : ∀ k, Ω k ^ 2 ≤ hi)
    (hF : 0 < fsum s u i i) :
    response s Ω u 0 i i < 0 ∧ lo ≤ hlFreqSq (fsum s u) (response s Ω u 0) i i ∧
      hlFreqSq (fsum s u) (response s Ω u 0) i i ≤ hi := by
  obtain ⟨t, ht⟩ : ∃ t : ι → ℝ, ∀ k, t k = s k * u k i * u k i / Ω k ^ 2 :=
    ⟨_, fun _ => rfl⟩
  have hΩ : ∀ k, 0 < Ω k ^ 2 := fun k => hlo.trans_le (h1 k)
  have ht0 : ∀ k, 0 ≤ t k := fun k => by
    rw [ht, mul_assoc]
    exact div_nonneg (mul_nonneg (hs k) (mul_self_nonneg _)) (hΩ k).le
  have he : ∀ k, t k * Ω k ^ 2 = s k * u k i * u k i := fun k => by
    rw [ht]
    exact div_mul_cancel₀ _ (hΩ k).ne'
  have hR : response s Ω u 0 i i = -∑ k, t k := by
    simp only [response, Matrix.of_apply]
    rw [← Finset.sum_neg_distrib]
    refine Finset.sum_congr rfl fun k _ => ?_
    rw [show (0 : ℝ) ^ 2 - Ω k ^ 2 = -(Ω k ^ 2) by ring, div_neg, ht]
  -- mode by mode: lo * tₖ ≤ tₖ Ωₖ² ≤ hi * tₖ
  have hl : lo * ∑ k, t k ≤ fsum s u i i := by
    simp only [fsum, Matrix.of_apply, Finset.mul_sum]
    exact Finset.sum_le_sum fun k _ => by
      nlinarith [mul_le_mul_of_nonneg_left (h1 k) (ht0 k), he k]
  have hh : fsum s u i i ≤ hi * ∑ k, t k := by
    simp only [fsum, Matrix.of_apply, Finset.mul_sum]
    exact Finset.sum_le_sum fun k _ => by
      nlinarith [mul_le_mul_of_nonneg_left (h2 k) (ht0 k), he k]
  have hS : 0 < ∑ k, t k := by
    rcases (Finset.sum_nonneg fun k (_ : k ∈ Finset.univ) => ht0 k).lt_or_eq with h | h
    · exact h
    · rw [← h, mul_zero] at hh
      linarith
  unfold hlFreqSq
  rw [hR, neg_div_neg_eq, le_div_iff₀ hS, div_le_iff₀ hS]
  exact ⟨by linarith, hl, hh⟩

/-- The symmetric mode vector `u = (1, 1)`. -/
def uu : Fin 2 → ℝ := ![1, 1]

/-- The antisymmetric mode vector `v = (1, -1)`. -/
def vv : Fin 2 → ℝ := ![1, -1]

/-- For modes `u`, `v` with strengths `a`, `b`, nonzero frequencies `α`, `β` and `a β² ≠ b α²`,
the off-diagonal squared frequency is `(a - b) α² β² / (a β² - b α²)`; it is negative exactly
when `(a - b) (a β² - b α²) < 0`. -/
theorem hlFreqSq_twoMode (a b α β : ℝ) (hα : α ≠ 0) (hβ : β ≠ 0)
    (hD : a * β ^ 2 ≠ b * α ^ 2) :
    hlFreqSq (fsum ![a, b] ![uu, vv]) (response ![a, b] ![α, β] ![uu, vv] 0) 0 1
        = (a - b) * (α ^ 2 * β ^ 2) / (a * β ^ 2 - b * α ^ 2) ∧
      (hlFreqSq (fsum ![a, b] ![uu, vv]) (response ![a, b] ![α, β] ![uu, vv] 0) 0 1 < 0 ↔
        (a - b) * (a * β ^ 2 - b * α ^ 2) < 0) := by
  have hD' : a * β ^ 2 - b * α ^ 2 ≠ 0 := sub_ne_zero.mpr hD
  have hF : fsum ![a, b] ![uu, vv] 0 1 = a - b := by
    simp [fsum, uu, vv, Fin.sum_univ_two, sub_eq_add_neg]
  have hR : response ![a, b] ![α, β] ![uu, vv] 0 0 1
      = -(a * β ^ 2 - b * α ^ 2) / (α ^ 2 * β ^ 2) := by
    simp [response, uu, vv, Fin.sum_univ_two]
    field_simp
    ring
  have k1 : ∀ D X : ℝ, D ≠ 0 →
      -X / (-D / (α ^ 2 * β ^ 2)) = X * (α ^ 2 * β ^ 2) / D := fun D X h => by
    field_simp
  have k2 : ∀ D X : ℝ, D ≠ 0 →
      X * (α ^ 2 * β ^ 2) / D = X * D * (α ^ 2 * β ^ 2 / D ^ 2) := fun D X h => by
    field_simp
  have hp : 0 < α ^ 2 * β ^ 2 / (a * β ^ 2 - b * α ^ 2) ^ 2 := by positivity
  unfold hlFreqSq
  rw [hF, hR, k1 _ _ hD']
  refine ⟨rfl, ?_⟩
  rw [k2 _ _ hD']
  refine ⟨fun h => ?_, fun h => mul_neg_of_neg_of_pos h hp⟩
  by_contra hc
  exact absurd h (not_lt.mpr (mul_nonneg (not_lt.mp hc) hp.le))

/-- The example response `R(w) = (1/10) [u uᵀ / (w² - 1) + 4 v vᵀ / (w² - 9)]`. -/
def exR (w : ℝ) : Matrix (Fin 2) (Fin 2) ℝ :=
  (1 / 10 : ℝ) • ((1 / (w ^ 2 - 1)) • vecMulVec uu uu + (4 / (w ^ 2 - 9)) • vecMulVec vv vv)

/-- The matrix with diagonal elements `1/2` and off-diagonal elements `-3/10`. -/
def exF : Matrix (Fin 2) (Fin 2) ℝ := !![1 / 2, -3 / 10; -3 / 10, 1 / 2]

/-- The example is the multipole response with strengths `1/10`, `4/10`, frequencies `1`, `3`
and mode vectors `u`, `v`. -/
theorem exR_eq (w : ℝ) : exR w = response ![1 / 10, 4 / 10] ![1, 3] ![uu, vv] w := by
  ext i j
  simp only [exR, response, Fin.sum_univ_two, Matrix.smul_apply, Matrix.add_apply,
    Matrix.vecMulVec_apply, smul_eq_mul, Matrix.of_apply, Matrix.cons_val_zero,
    Matrix.cons_val_one]
  ring

/-- The static response of the example has diagonal `-13/90` and off-diagonal `-1/18`. -/
theorem exR_zero : exR 0 = !![-13 / 90, -1 / 18; -1 / 18, -13 / 90] := by
  ext i j
  fin_cases i <;> fin_cases j <;> simp [exR, uu, vv] <;> norm_num

/-- The real eigenvalues of the static inverse dielectric matrix `1 + R(0)` are exactly
`4/5` and `41/45`. -/
theorem static_eigenvalues (μ : ℝ) :
    (∃ x : Fin 2 → ℝ, x ≠ 0 ∧ (1 + exR 0) *ᵥ x = μ • x) ↔ μ = 4 / 5 ∨ μ = 41 / 45 := by
  simp only [Matrix.add_mulVec, Matrix.one_mulVec, exR_zero]
  constructor
  · rintro ⟨x, hx, h⟩
    have h0 : x 0 + (-13 / 90 * x 0 + -1 / 18 * x 1) = μ * x 0 := by
      have := congrFun h 0
      simp [dotProduct, Fin.sum_univ_two] at this
      linarith
    have h1 : x 1 + (-1 / 18 * x 0 + -13 / 90 * x 1) = μ * x 1 := by
      have := congrFun h 1
      simp [dotProduct, Fin.sum_univ_two] at this
      linarith
    by_contra hc
    rw [not_or] at hc
    -- project the eigenvalue equation on u and on v
    have e1 : (μ - 4 / 5) * (x 0 + x 1) = 0 := by linear_combination -h0 - h1
    have e2 : (μ - 41 / 45) * (x 0 - x 1) = 0 := by linear_combination h1 - h0
    have a1 := (mul_eq_zero.mp e1).resolve_left (sub_ne_zero.mpr hc.1)
    have a2 := (mul_eq_zero.mp e2).resolve_left (sub_ne_zero.mpr hc.2)
    have z0 : x 0 = 0 := by linarith
    have z1 : x 1 = 0 := by linarith
    apply hx
    ext i
    fin_cases i <;> simp [z0, z1]
  · rintro (rfl | rfl)
    · refine ⟨uu, fun h => by simpa [uu] using congrFun h 0, ?_⟩
      ext i
      fin_cases i <;> simp [uu] <;> norm_num
    · refine ⟨vv, fun h => by simpa [vv] using congrFun h 0, ?_⟩
      ext i
      fin_cases i <;> simp [vv] <;> norm_num

/-- The matrix `exF` is positive definite. -/
theorem exF_posDef : exF.PosDef := by
  rw [Matrix.posDef_iff_dotProduct_mulVec]
  refine ⟨?_, fun x hx => ?_⟩
  · show exFᴴ = exF
    ext i j
    fin_cases i <;> fin_cases j <;> simp [exF, Matrix.conjTranspose_apply]
  · have e : star x ⬝ᵥ exF *ᵥ x = (x 0 * x 0 + x 1 * x 1) / 5 + 3 / 10 * (x 0 - x 1) ^ 2 := by
      simp [exF, dotProduct, Fin.sum_univ_two]
      ring
    have hor : x 0 ≠ 0 ∨ x 1 ≠ 0 := by
      by_contra hc
      rw [not_or, not_not, not_not] at hc
      apply hx
      ext i
      fin_cases i <;> simp [hc.1, hc.2]
    rw [e]
    rcases hor with h | h <;>
      nlinarith [mul_self_pos.mpr h, mul_self_nonneg (x 0), mul_self_nonneg (x 1),
        sq_nonneg (x 0 - x 1)]

/-- In the example every real eigenvalue of `1 + R(0)` lies in `(0, 1)` and `w² R(w)` tends to
the positive definite matrix `exF`, while the off-diagonal element of `R(0)` is nonzero and the
off-diagonal Hybertsen-Louie squared frequency equals `-27/5`. -/
theorem negative_offdiagonal_frequency :
    (∀ (μ : ℝ) (x : Fin 2 → ℝ), x ≠ 0 → (1 + exR 0) *ᵥ x = μ • x → 0 < μ ∧ μ < 1) ∧
      (∀ i j, Tendsto (fun w : ℝ => w ^ 2 * exR w i j) atTop (𝓝 (exF i j))) ∧
      exF.PosDef ∧ exR 0 0 1 ≠ 0 ∧ hlFreqSq exF (exR 0) 0 1 = -27 / 5 := by
  have hF : exF = fsum ![1 / 10, 4 / 10] ![uu, vv] := by
    ext i j
    fin_cases i <;> fin_cases j <;> simp [exF, fsum, uu, vv, Fin.sum_univ_two] <;> norm_num
  have hR : exR 0 0 1 = -1 / 18 := by
    rw [exR_zero]
    simp
  have hF01 : exF 0 1 = -3 / 10 := by simp [exF]
  refine ⟨fun μ x hx h => ?_, fun i j => ?_, exF_posDef, ?_, ?_⟩
  · rcases (static_eigenvalues μ).mp ⟨x, hx, h⟩ with rfl | rfl <;> norm_num
  · simp only [exR_eq, hF]
    exact tendsto_fsum _ _ _ i j
  · rw [hR]
    norm_num
  · unfold hlFreqSq
    rw [hR, hF01]
    norm_num

end

end PlasmonPole
```

```lean
#print axioms PlasmonPole.hlModel_matches
#print axioms PlasmonPole.hlFreqSq_diag
#print axioms PlasmonPole.hlFreqSq_twoMode
#print axioms PlasmonPole.negative_offdiagonal_frequency
```

```
'PlasmonPole.hlModel_matches' depends on axioms: [propext, Classical.choice, Quot.sound]
'PlasmonPole.hlFreqSq_diag' depends on axioms: [propext, Classical.choice, Quot.sound]
'PlasmonPole.hlFreqSq_twoMode' depends on axioms: [propext, Classical.choice, Quot.sound]
'PlasmonPole.negative_offdiagonal_frequency' depends on axioms: [propext, Classical.choice, Quot.sound]
```

### Remarks

**Reading the final theorem.** `negative_offdiagonal_frequency` has no hypotheses and joins five statements about `exR` and `exF`: every real eigenvalue $\mu$ of $1+R(0)$ satisfies $0 < \mu < 1$; each entry of $w^2R(w)$ tends to the entry of `exF`; `exF.PosDef`, which comprises symmetry and a positive quadratic form; $R(0)_{01} \ne 0$; and $\tilde\omega^2_{01} = -27/5$. The first statement bounds whatever eigenvalues there are, while `static_eigenvalues` also shows that $4/5$ and $41/45$ occur. Lean assigns the value zero to a division by zero; the clause `exR 0 0 1 ≠ 0` records that the quotient in `hlFreqSq` is a genuine one, and $R$ is used only at $w = 0$ and for large $w$, away from its poles.

**How the proofs follow the derivation.** In `tendsto_pole`, `h1` is the limit of $c + cp/(w^2-p)$, and `filter_upwards` restricts to $w^2 - p > 0$, where `field_simp` and `ring` identify the two expressions. `tendsto_fsum` moves $w^2$ inside the sum and applies `tendsto_finsetSum`. `hlModel_matches` simplifies the denominator at $w=0$ to $F_{ij}/R(0)_{ij}$ and calls `tendsto_pole` for the limit. In `hlFreqSq_diag`, `t` is $t_k$, `hR` is $R(0)_{ii} = -\sum_k t_k$, `hl` and `hh` are the two summed inequalities, `hS` is the positivity of the sum, and `le_div_iff₀` with `div_le_iff₀` performs the division. In `hlFreqSq_twoMode`, `hF` and `hR` are the two matrix elements, `k1` gives the closed form, and `k2` with `hp` splits off the positive factor. `exR_eq` shows that the example is the two-mode response and `exR_zero` evaluates it at zero. The steps `e1` and `e2` of `static_eigenvalues` are the sum and the difference, and `e` in `exF_posDef` is the sum of squares. The final theorem rests on `static_eigenvalues`, `exR_eq` with `tendsto_fsum`, `exF_posDef` and `exR_zero`, and it computes $-27/5$ directly from the two entries. The results `hlModel_matches`, `hlFreqSq_diag` and `hlFreqSq_twoMode` stand beside it and are not used in its proof.

The statement that the two-mode quotient lies outside the interval between $\alpha^2$ and $\beta^2$ corresponds to no theorem in the file, and neither do the counter-examples, the pole positions and the comments on practice below.

**Without a hypothesis.** Remove `hs` from `hlFreqSq_diag` and take one basis function, two modes with $u_{k0} = 1$, strengths $-1$ and $4$, frequencies $1$ and $3$, $\mathrm{lo} = 1$, $\mathrm{hi} = 9$. Then $F_{00} = 3 > 0$, but $R(0)_{00} = 1 - \tfrac49 = \tfrac59$ is positive and $\tilde\omega^2_{00} = -27/5$. The response $R(w)_{00}$ of this counter-example is $-10$ times the off-diagonal element $R(w)_{01}$ of the example, where the products $s_ku_{k0}u_{k1}$ act as strengths of mixed sign although every $s_k$ is positive. Remove `hF` from `hlModel_matches` and take the off-diagonal element of the two-mode response with $a = b \neq 0$ and $\alpha^2 \neq \beta^2$: then $F_{01} = 0$ but $R(0)_{01} \neq 0$, so the model vanishes identically and misses the static value.

**Where the poles go.** The diagonal of the example gives $\tilde\omega^2_{00} = (1/2)/(13/90) = 45/13$, between $1$ and $9$. The exact off-diagonal element is
$$R(w)_{01} = -\frac{3w^2+5}{10\,(w^2-1)(w^2-9)},$$
which is negative both at $w = 0$ and at large $w$. A single pole at positive real frequency changes sign between these two ends and cannot match both. The model element is $-\tfrac3{10}/(w^2 + \tfrac{27}5)$; continued to complex $w$, it has poles at $\pm i\sqrt{27/5}$, where the exact element is finite.

**In a calculation.** In GW calculations of quasiparticle energies a plasmon-pole model lets the frequency integral of the self-energy be done analytically, and this real, undamped example with $2\times2$ matrices shows that a static spectrum in $(0,1)$ and a positive definite $F$ do not secure a real pole for every matrix element. In a plane-wave code that uses this recipe, $i$ and $j$ are reciprocal-lattice vectors at a fixed wave vector, the static inverse dielectric matrix is computed, $F$ is obtained from the f-sum rule through Fourier components of the electron density, and the quotient is formed pair by pair. Symmetrising the dielectric matrix with square roots of the Coulomb interaction multiplies $F_{ij}$ and $R(0)_{ij}$ by the same factor, so the quotient is the same with or without it. The matrix elements can be taken real in a non-magnetic crystal with inversion symmetry; in general they are complex, a case outside this model. The self-energy needs $\tilde\omega_{ij}$ itself, and a negative quotient has no real square root, so a code that works with real pole frequencies needs a separate rule for such elements.
